# In a two-level Dirac model, an untransformed magnetic operator loses the whole expectation value $p/E$

Suppose a relativistic Hamiltonian has been decoupled, so that a positive-energy state has only an upper component, and a magnetic property is then evaluated with the upper block of the original operator. That operator couples upper components only to lower ones, so its upper block is zero. In the model below, the calculation returns zero for every momentum $p$, although for $p\neq0$ the expectation value in the original picture is $p/E\neq 0$. Here $E$ is the energy, the speed of light is set to one, and the magnetic operator has unit strength. The error arises because the Hamiltonian has changed picture and the property has not.

The same consistency between Hamiltonian and property is needed in two-component calculations of NMR parameters; the model here shows it for a free particle with one upper and one lower component, at one fixed momentum.

## The Hamiltonian, the property and the rotation

```lean
import Mathlib

open Matrix

namespace MagneticPictureChange

noncomputable section
```

Let $m$ be the mass and $p$ the momentum, both real numbers, in units with $c_{\text{light}}=1$. The energy is $E=\sqrt{m^2+p^2}$.

```lean
/-- The relativistic energy `√(m² + p²)` in units with the speed of light equal to one. -/
def energy (m p : ℝ) : ℝ := √(m ^ 2 + p ^ 2)
```

The Hamiltonian is $H=\begin{pmatrix}m&p\\p&-m\end{pmatrix}$. Index 0 labels the upper component and index 1 the lower one.

```lean
/-- The two-level free Dirac Hamiltonian, coupling an upper and a lower component. -/
def dirac (m p : ℝ) : Matrix (Fin 2) (Fin 2) ℝ := !![m, p; p, -m]
```

The magnetic operator is $X=\begin{pmatrix}0&1\\1&0\end{pmatrix}$. It stands for the coupling of a Dirac particle to a vector potential, which is off-diagonal in upper and lower components. Its strength is set to one, and spin and spatial dependence are left out.

```lean
/-- The magnetic property operator, which couples the upper to the lower component. -/
def magnetic : Matrix (Fin 2) (Fin 2) ℝ := !![0, 1; 1, 0]
```

With $N=\sqrt{2E(E+m)}$, define $c=(E+m)/N$ and $s=p/N$.

```lean
/-- The normalisation `√(2E(E + m))` of the Foldy-Wouthuysen rotation. -/
def fwNorm (m p : ℝ) : ℝ := √(2 * energy m p * (energy m p + m))

/-- The cosine of the Foldy-Wouthuysen angle. -/
def fwCos (m p : ℝ) : ℝ := (energy m p + m) / fwNorm m p

/-- The sine of the Foldy-Wouthuysen angle. -/
def fwSin (m p : ℝ) : ℝ := p / fwNorm m p
```

These are the entries of $U=\begin{pmatrix}c&-s\\s&c\end{pmatrix}$.

```lean
/-- The rotation of the two components with cosine `c` and sine `s`. -/
def rot (c s : ℝ) : Matrix (Fin 2) (Fin 2) ℝ := !![c, -s; s, c]
```

A property $W$ becomes $U^{\mathsf T}WU$ in the new picture. For this free particle the Foldy-Wouthuysen transformation is a single real rotation; external potentials are not treated.

```lean
/-- An operator `W` after the Foldy-Wouthuysen change of picture. -/
def transformed (m p : ℝ) (W : Matrix (Fin 2) (Fin 2) ℝ) : Matrix (Fin 2) (Fin 2) ℝ :=
  (rot (fwCos m p) (fwSin m p))ᵀ * W * rot (fwCos m p) (fwSin m p)
```

## (a) The energy is positive

**Task.** For $m>0$, show that $E>0$ and $E^2=m^2+p^2$.

**Solution.** The radicand $m^2+p^2$ is positive because $m^2>0$. Its square root is therefore positive and squares back to it. In Lean, `positivity` supplies the sign of the radicand.

```lean
/-- For positive mass the energy is positive and obeys `E² = m² + p²`. -/
theorem energy_spec {m : ℝ} (hm : 0 < m) (p : ℝ) :
    0 < energy m p ∧ energy m p ^ 2 = m ^ 2 + p ^ 2 :=
  ⟨Real.sqrt_pos.mpr (by positivity), Real.sq_sqrt (by positivity)⟩
```

## (b) Twice the rotation angle has cosine $m/E$ and sine $p/E$

**Task.** For $m>0$, show that
$$c^2+s^2=1,\qquad E(c^2-s^2)=m,\qquad 2Ecs=p.$$

**Solution.** Here $N>0$, with $cN=E+m$ and $sN=p$. Multiply each relation by $N^2=2E(E+m)$ and use $E^2=m^2+p^2$:
$$(E+m)^2+p^2=2E^2+2Em=N^2,$$
$$E\left[(E+m)^2-p^2\right]=E\left[2m^2+2Em\right]=mN^2,$$
$$2E(E+m)p=pN^2.$$
Dividing by $N^2$ gives the claims. Lean performs this last division with `mul_right_cancel₀`, so each remaining goal is a polynomial equation that follows from $cN=E+m$, $sN=p$ and the expressions for $N^2$ and $E^2$.

```lean
/-- The Foldy-Wouthuysen angle is normalised, and its double angle has cosine `m/E`
and sine `p/E`. -/
theorem fw_angle {m : ℝ} (hm : 0 < m) (p : ℝ) :
    fwCos m p ^ 2 + fwSin m p ^ 2 = 1 ∧
    energy m p * (fwCos m p ^ 2 - fwSin m p ^ 2) = m ∧
    2 * energy m p * (fwCos m p * fwSin m p) = p := by
  obtain ⟨hE, hE2⟩ := energy_spec hm p
  have hN : 0 < fwNorm m p := Real.sqrt_pos.mpr (by positivity)
  have hN2 : fwNorm m p ^ 2 = 2 * energy m p * (energy m p + m) :=
    Real.sq_sqrt (by positivity)
  have hc : fwCos m p * fwNorm m p = energy m p + m := div_mul_cancel₀ _ hN.ne'
  have hs : fwSin m p * fwNorm m p = p := div_mul_cancel₀ _ hN.ne'
  have h0 : fwNorm m p ^ 2 ≠ 0 := pow_ne_zero 2 hN.ne'
  -- each relation is checked after multiplication by the squared normalisation
  refine ⟨mul_right_cancel₀ h0 ?_, mul_right_cancel₀ h0 ?_, mul_right_cancel₀ h0 ?_⟩
  · linear_combination (fwCos m p * fwNorm m p + energy m p + m) * hc
      + (fwSin m p * fwNorm m p + p) * hs - hE2 - hN2
  · linear_combination energy m p * (fwCos m p * fwNorm m p + energy m p + m) * hc
      - energy m p * (fwSin m p * fwNorm m p + p) * hs + energy m p * hE2 - m * hN2
  · linear_combination 2 * energy m p * (fwSin m p * fwNorm m p) * hc
      + 2 * energy m p * (energy m p + m) * hs - p * hN2
```

## (c) A symmetric property after a rotation

**Task.** Compute $U^{\mathsf T}WU$ for $W=\begin{pmatrix}a&b\\b&d\end{pmatrix}$ with real entries.

**Solution.** The columns of $U$ are $u_0=(c,s)$ and $u_1=(-s,c)$, and the entries sought are $u_i^{\mathsf T}Wu_j$:
$$u_0^{\mathsf T}Wu_0=ac^2+2bcs+ds^2,$$
$$u_0^{\mathsf T}Wu_1=b(c^2-s^2)+(d-a)cs,$$
$$u_1^{\mathsf T}Wu_1=as^2-2bcs+dc^2.$$
The formula holds for arbitrary $c$ and $s$, since normalisation is not used. Lean checks the four entries separately.

```lean
/-- The entries of a symmetric two-component operator after a rotation. -/
theorem rot_conj (c s a b d : ℝ) :
    (rot c s)ᵀ * !![a, b; b, d] * rot c s =
      !![a * c ^ 2 + 2 * b * (c * s) + d * s ^ 2, b * (c ^ 2 - s ^ 2) + (d - a) * (c * s);
         b * (c ^ 2 - s ^ 2) + (d - a) * (c * s),
         a * s ^ 2 - 2 * b * (c * s) + d * c ^ 2] := by
  ext i j
  fin_cases i <;> fin_cases j <;>
    simp [rot, Matrix.mul_apply, Fin.sum_univ_two] <;> ring
```

## (d) The rotation decouples the Hamiltonian

**Task.** For $m>0$, show that $U^{\mathsf T}U=1$ and $U^{\mathsf T}HU=\mathrm{diag}(E,-E)$.

**Solution.** For $W=1$, part (c) gives diagonal entries $c^2+s^2=1$ and off-diagonal entries $0$. For $W=H$, put $a=m$, $b=p$, $d=-m$ and substitute $m=E(c^2-s^2)$, $p=2Ecs$. The upper entry is
$$m(c^2-s^2)+2pcs=E\left[(c^2-s^2)^2+4c^2s^2\right]=E(c^2+s^2)^2=E.$$
The off-diagonal entry is
$$p(c^2-s^2)-2mcs=2Ecs(c^2-s^2)-2Ecs(c^2-s^2)=0,$$
and the lower entry is minus the upper one. These three results are `e1`, `e2` and `e3` in the second half of the proof.

```lean
/-- The Foldy-Wouthuysen transformation is orthogonal and decouples the Dirac Hamiltonian
into the energies `E` and `-E`. -/
theorem fw_decouples {m : ℝ} (hm : 0 < m) (p : ℝ) :
    transformed m p 1 = 1 ∧
    transformed m p (dirac m p) = !![energy m p, 0; 0, -energy m p] := by
  obtain ⟨h1, h2, h3⟩ := fw_angle hm p
  unfold transformed dirac
  set c := fwCos m p
  set s := fwSin m p
  set E := energy m p
  constructor
  · rw [Matrix.one_fin_two, rot_conj]
    have e1 : 1 * c ^ 2 + 2 * 0 * (c * s) + 1 * s ^ 2 = 1 := by linear_combination h1
    have e2 : 0 * (c ^ 2 - s ^ 2) + (1 - 1) * (c * s) = 0 := by ring
    have e3 : 1 * s ^ 2 - 2 * 0 * (c * s) + 1 * c ^ 2 = 1 := by linear_combination h1
    rw [e1, e2, e3]
  · rw [rot_conj]
    have e1 : m * c ^ 2 + 2 * p * (c * s) + -m * s ^ 2 = E := by
      linear_combination -(c ^ 2 - s ^ 2) * h2 - 2 * (c * s) * h3
        + E * (c ^ 2 + s ^ 2 + 1) * h1
    have e2 : p * (c ^ 2 - s ^ 2) + (-m - m) * (c * s) = 0 := by
      linear_combination -(c ^ 2 - s ^ 2) * h3 + 2 * (c * s) * h2
    have e3 : m * s ^ 2 - 2 * p * (c * s) + -m * c ^ 2 = -E := by
      linear_combination -e1
    rw [e1, e2, e3]
```

## (e) The transformed upper entry is the expectation value

**Task.** Let $m>0$, and let $v=(v_0,v_1)$ be a real vector with $Hv=Ev$ and $v_0^2+v_1^2=1$. Show that $v^{\mathsf T}Wv=(U^{\mathsf T}WU)_{00}$ for every real symmetric $W$.

**Solution.** The eigenvalue equations are
$$mv_0+pv_1=Ev_0,\qquad pv_0-mv_1=Ev_1.$$
Multiply the first by $v_0$, the second by $v_1$, and subtract. With the normalisation this gives $m=E(v_0^2-v_1^2)$. Next multiply the first by $v_1$, the second by $v_0$, and add, which gives $p=2Ev_0v_1$. Comparison with part (b) yields
$$v_0^2-v_1^2=c^2-s^2,\qquad v_0v_1=cs.$$
Both vectors are normalised, so also $v_0^2=c^2$ and $v_1^2=s^2$. Hence
$$v^{\mathsf T}Wv=av_0^2+2bv_0v_1+dv_1^2=ac^2+2bcs+ds^2,$$
which is the upper entry from part (c). The overall sign of $v$ plays no role. Complex unit eigenvectors of energy $E$ give nothing new, since each is a real one times a phase, which cancels in the expectation value.

In Lean, `*ᵥ` applies a matrix to a vector and `⬝ᵥ` is the dot product. The hypotheses `hv` and `hn` are the eigenvalue equation and the normalisation, while `d1` and `d2` are the two comparisons above.

The proof turns on the tactic `linear_combination`. Given equations $l_i=r_i$ and coefficients $q_i$, it proves $L=R$ by checking that $L-R-\sum_i q_i(l_i-r_i)$ vanishes identically as a polynomial. In the code, `k0` and `k1` are the two eigenvalue equations. For `d1`, `mul_left_cancel₀` reduces the claim to the same equation multiplied by $E$, which is $E(v_0^2-v_1^2)=E(c^2-s^2)$, and the line reads `-v 0 * k0 + v 1 * k1 + m * n1 - h2`. The factors $-v_0$ and $v_1$ are the multipliers used by hand, up to an overall sign. The term with `n1` inserts the normalisation, and `h2` brings in the angle relation.

```lean
/-- For every symmetric property, the expectation value in a positive-energy unit eigenvector
is the upper diagonal entry of the transformed property operator. -/
theorem expectation_eq_transformed {m : ℝ} (hm : 0 < m) (p a b d : ℝ) (v : Fin 2 → ℝ)
    (hv : dirac m p *ᵥ v = energy m p • v) (hn : v ⬝ᵥ v = 1) :
    v ⬝ᵥ (!![a, b; b, d] *ᵥ v) = transformed m p !![a, b; b, d] 0 0 := by
  obtain ⟨h1, h2, h3⟩ := fw_angle hm p
  have hE := (energy_spec hm p).1
  have k0 : m * v 0 + p * v 1 = energy m p * v 0 := by
    simpa [dirac, Matrix.mulVec, dotProduct, Fin.sum_univ_two] using congrFun hv 0
  have k1 : p * v 0 + -(m * v 1) = energy m p * v 1 := by
    simpa [dirac, Matrix.mulVec, dotProduct, Fin.sum_univ_two] using congrFun hv 1
  have n1 : v 0 * v 0 + v 1 * v 1 = 1 := by
    simpa [dotProduct, Fin.sum_univ_two] using hn
  have e : v ⬝ᵥ (!![a, b; b, d] *ᵥ v) =
      a * v 0 ^ 2 + 2 * b * (v 0 * v 1) + d * v 1 ^ 2 := by
    simp [Matrix.mulVec, dotProduct, Fin.sum_univ_two]
    ring
  rw [e, transformed, rot_conj]
  set c := fwCos m p
  set s := fwSin m p
  set E := energy m p
  change _ = a * c ^ 2 + 2 * b * (c * s) + d * s ^ 2
  -- the eigenvalue equations fix all quadratic expressions in the components
  have d1 : v 0 ^ 2 - v 1 ^ 2 = c ^ 2 - s ^ 2 := mul_left_cancel₀ hE.ne' (by
    linear_combination -v 0 * k0 + v 1 * k1 + m * n1 - h2)
  have d2 : v 0 * v 1 = c * s := mul_left_cancel₀ (mul_pos two_pos hE).ne' (by
    linear_combination -v 1 * k0 - v 0 * k1 + p * n1 - h3)
  linear_combination (a / 2) * (d1 + n1 - h1) + 2 * b * d2 + (d / 2) * (n1 - h1 - d1)
```

## (f) The magnetic value is $p/E$, and the untransformed entry is zero

**Task.** Let $m>0$ and $p\neq0$. Show that a unit eigenvector of energy $E$ exists, that every such vector gives $X$ the value $p/E\neq0$, and that $(U^{\mathsf T}XU)_{00}=p/E$ while $X_{00}=0$.

**Solution.** Take $v=(c,s)$, the first column of $U$. It has unit length, and part (b) gives
$$mc+ps=Ec(c^2-s^2)+2Ecs^2=Ec,$$
$$pc-ms=2Ec^2s-Es(c^2-s^2)=Es.$$
So $Hv=Ev$. For $X$ we have $a=d=0$ and $b=1$, and part (c) gives $(U^{\mathsf T}XU)_{00}=2cs=p/E$. By part (e), every positive-energy unit eigenvector has this expectation value. It is nonzero because $p\neq0$, whereas $X_{00}=0$ can be read off the matrix.

The theorem lists these statements in the order of the task, except that $p/E\neq0$ comes after the transformed entry. Its proof establishes the transformed entry first, as `ht`, and then uses part (e) for an arbitrary eigenvector.

The condition $p\neq0$ is needed for the loss. At $m=1$, $p=0$ the real positive-energy unit eigenvectors are $(\pm1,0)$, the magnetic value is $0$, and the untransformed entry is correct.

```lean
/-- For positive mass and nonzero momentum, a positive-energy unit eigenvector exists, and each one
has the nonzero magnetic expectation value `p/E`. The transformed operator has this value as its
upper diagonal entry, whereas the untransformed entry is zero. -/
theorem magnetic_picture_change {m p : ℝ} (hm : 0 < m) (hp : p ≠ 0) :
    (∃ v : Fin 2 → ℝ, dirac m p *ᵥ v = energy m p • v ∧ v ⬝ᵥ v = 1) ∧
    (∀ v : Fin 2 → ℝ, dirac m p *ᵥ v = energy m p • v → v ⬝ᵥ v = 1 →
      v ⬝ᵥ (magnetic *ᵥ v) = p / energy m p) ∧
    transformed m p magnetic 0 0 = p / energy m p ∧
    p / energy m p ≠ 0 ∧ magnetic 0 0 = 0 := by
  obtain ⟨h1, h2, h3⟩ := fw_angle hm p
  have hE := (energy_spec hm p).1
  have ht : transformed m p magnetic 0 0 = p / energy m p := by
    rw [transformed, magnetic, rot_conj, eq_div_iff hE.ne']
    change (0 * fwCos m p ^ 2 + 2 * 1 * (fwCos m p * fwSin m p) + 0 * fwSin m p ^ 2)
      * energy m p = p
    linear_combination h3
  refine ⟨⟨![fwCos m p, fwSin m p], ?_, ?_⟩, fun v hv hn => ?_, ht,
    div_ne_zero hp hE.ne', rfl⟩
  -- the first column of the rotation is the eigenvector
  · ext i
    fin_cases i
    · simp [dirac, Matrix.mulVec, dotProduct, Fin.sum_univ_two]
      linear_combination -fwCos m p * h2 - fwSin m p * h3 + energy m p * fwCos m p * h1
    · simp [dirac, Matrix.mulVec, dotProduct, Fin.sum_univ_two]
      linear_combination -fwCos m p * h3 + fwSin m p * h2 + energy m p * fwSin m p * h1
  · simp [dotProduct, Fin.sum_univ_two]
    linear_combination h1
  · exact (expectation_eq_transformed hm p 0 1 0 v hv hn).trans ht
```

## (g) A diagonal property suffers only a second-order error

**Task.** For $m>0$ and $W=\mathrm{diag}(a,d)$, show that
$$\left|(U^{\mathsf T}WU)_{00}-a\right|\le\frac{p^2}{4m^2}\,|d-a|.$$

**Solution.** By parts (b) and (c),
$$(U^{\mathsf T}WU)_{00}-a=ac^2+ds^2-a=s^2(d-a).$$
Since $E\ge m$, we have $N^2=2E(E+m)\ge4m^2$, so $s^2=p^2/N^2\le p^2/(4m^2)$. Multiplication by $|d-a|$ gives the bound. In the Lean proof, `e` is the exact difference and `hs` the estimate of $s^2$.

Such a $W$ does not mix the two components. For $a=d$, as for a constant electric potential, omitting its transformation costs nothing. For fixed $a\neq d$ and small $p/m$, the omission costs an amount of second order in $p/m$. If $a=0$, this second-order amount is the entire value. For the magnetic operator the omission costs $p/E$, which is of first order in $p/m$ and is always the entire value.

```lean
/-- For a property diagonal in the two components, omitting the transformation changes the upper
diagonal entry by at most `p²/(4m²)` times the absolute difference of the diagonal entries. -/
theorem diagonal_picture_change_le {m : ℝ} (hm : 0 < m) (p a d : ℝ) :
    |transformed m p !![a, 0; 0, d] 0 0 - a| ≤ p ^ 2 / (4 * m ^ 2) * |d - a| := by
  obtain ⟨h1, h2, -⟩ := fw_angle hm p
  obtain ⟨hE, hE2⟩ := energy_spec hm p
  have hmE : m ≤ energy m p := by nlinarith [sq_nonneg p]
  have e : transformed m p !![a, 0; 0, d] 0 0 - a = fwSin m p ^ 2 * (d - a) := by
    rw [transformed, rot_conj]
    change a * fwCos m p ^ 2 + 2 * 0 * (fwCos m p * fwSin m p) + d * fwSin m p ^ 2 - a = _
    linear_combination a * h1
  have hN2 : fwNorm m p ^ 2 = 2 * energy m p * (energy m p + m) :=
    Real.sq_sqrt (by positivity)
  have hN4 : 4 * m ^ 2 ≤ fwNorm m p ^ 2 := by rw [hN2]; nlinarith
  have hs : fwSin m p ^ 2 ≤ p ^ 2 / (4 * m ^ 2) := by
    rw [fwSin, div_pow]
    gcongr
  rw [e, abs_mul, abs_of_nonneg (sq_nonneg (fwSin m p))]
  exact mul_le_mul_of_nonneg_right hs (abs_nonneg _)

end

end MagneticPictureChange
```

```lean
#print axioms MagneticPictureChange.fw_decouples
-- 'MagneticPictureChange.fw_decouples' depends on axioms: [propext, Classical.choice, Quot.sound]
#print axioms MagneticPictureChange.magnetic_picture_change
-- 'MagneticPictureChange.magnetic_picture_change' depends on axioms: [propext, Classical.choice, Quot.sound]
#print axioms MagneticPictureChange.diagonal_picture_change_le
-- 'MagneticPictureChange.diagonal_picture_change_le' depends on axioms: [propext, Classical.choice, Quot.sound]
```
